# Trotter partition functions of Hermitian matrices never increase as the number of steps runs through the powers of two, and converge to the exact value

When the partition function $\operatorname{tr}e^{-\beta H}$ of $H=K+V$ at inverse temperature $\beta$ is approximated by products of the separate exponentials of $K$ and $V$, one has to choose which numbers of imaginary-time steps to compare. Here they are the powers of two, $2^k$ with $k=0,1,2,\dots$, so that raising $k$ by one halves every time step. With $A=-\beta K$ and $B=-\beta V$, the approximation is

$$Z_k=\operatorname{tr}\left(e^{A/2^k}e^{B/2^k}\right)^{2^k}.$$

For Hermitian $A$ and $B$, every $Z_k$ is real, $Z_{k+1}\le Z_k$, and $Z_k\to\operatorname{tr}e^{A+B}$. In quantum Monte Carlo for a finite-dimensional model split into two Hermitian terms, this says that the time-step error of the partition function with $2^k$ steps is never negative and never grows when the number of steps is doubled.

```lean
import Mathlib

open Matrix Filter Topology
open NormedSpace (exp)
open scoped ComplexOrder

namespace MonotoneTrotter

variable {n : Type*} [Fintype n] [DecidableEq n]
```

The type `n` labels the finitely many basis states. An operator is a `Matrix n n ℂ`, a complex square matrix. Infinite-dimensional Hilbert spaces, on which the kinetic energy can be unbounded, are not covered.

## The split propagator and its trace

```lean
/-- One Trotter step `exp(A/2^k) exp(B/2^k)`. -/
noncomputable def trotterStep (A B : Matrix n n ℂ) (k : ℕ) : Matrix n n ℂ :=
  exp (((2 : ℝ) ^ k)⁻¹ • A) * exp (((2 : ℝ) ^ k)⁻¹ • B)
```

`trotterStep A B k` is $e^{A/2^k}e^{B/2^k}$. The letter $k$ is not the number of steps, which is $2^k$. The factor $-\beta$ is already contained in `A` and `B`.

```lean
/-- The Trotter partition function with `2^k` steps. -/
noncomputable def trotterTrace (A B : Matrix n n ℂ) (k : ℕ) : ℂ :=
  trace (trotterStep A B k ^ 2 ^ k)
```

`trotterTrace A B k` is $Z_k$. Its type is complex, so its reality has to be proved.

## Trace inequalities

```lean
/-- The trace of a power of a product does not change when the two factors are swapped. -/
theorem trace_pow_comm (X Y : Matrix n n ℂ) (m : ℕ) :
    trace ((X * Y) ^ m) = trace ((Y * X) ^ m) := by
  cases m with
  | zero => simp
  | succ m =>
    have h : SemiconjBy X (Y * X) (X * Y) := (mul_assoc X Y X).symm
    have h' : X * (Y * X) ^ m = (X * Y) ^ m * X := (h.pow_right m).eq
    rw [pow_succ, ← mul_assoc, ← h', trace_mul_comm, ← mul_assoc, ← pow_succ']
```

For matrices $X,Y$, $\operatorname{tr}(XY)^m=\operatorname{tr}(YX)^m$. The case $m=0$ is immediate. Otherwise, regrouping gives $(XY)^mX=X(YX)^m$, which is `h'`, and cyclicity of the trace gives

$$\operatorname{tr}(XY)^{m+1}=\operatorname{tr}X(YX)^mY=\operatorname{tr}(YX)^{m+1}.$$

```lean
/-- For Hermitian `P` and `Q`, the powers of `(PQ)†(PQ)` and of `P²Q²` have equal traces. -/
theorem trace_sandwich {P Q : Matrix n n ℂ} (hP : P.IsHermitian) (hQ : Q.IsHermitian)
    (m : ℕ) : trace (((P * Q)ᴴ * (P * Q)) ^ m) = trace ((P * P * (Q * Q)) ^ m) := by
  rw [conjTranspose_mul, hP.eq, hQ.eq]
  simpa only [Matrix.mul_assoc] using trace_pow_comm Q (P * P * Q) m
```

The superscript `ᴴ` is the adjoint $\dagger$. For Hermitian $P,Q$ we have $(PQ)^\dagger PQ=QP^2Q$. Moving the first $Q$ to the end by the previous lemma gives $\operatorname{tr}(QP^2Q)^m=\operatorname{tr}(P^2Q^2)^m$.

```lean
omit [DecidableEq n] in
/-- The absolute value of the Hilbert-Schmidt overlap of two matrices is at most the mean of their
squared Hilbert-Schmidt norms. -/
theorem norm_trace_le_mean (X Y : Matrix n n ℂ) :
    ‖trace (Xᴴ * Y)‖ ≤ ((trace (Xᴴ * X)).re + (trace (Yᴴ * Y)).re) / 2 := by
  have hs : ∀ Z : Matrix n n ℂ, (trace (Zᴴ * Z)).re = ∑ i, ∑ j, ‖Z j i‖ ^ 2 := by
    intro Z
    simp only [trace, diag_apply, mul_apply, conjTranspose_apply, Complex.re_sum]
    refine Finset.sum_congr rfl fun i _ => Finset.sum_congr rfl fun j _ => ?_
    rw [Complex.sq_norm, Complex.normSq_apply]
    simp
  rw [hs, hs]
  calc ‖trace (Xᴴ * Y)‖ = ‖∑ i, ∑ j, star (X j i) * Y j i‖ := by
        simp only [trace, diag_apply, mul_apply, conjTranspose_apply]
    _ ≤ ∑ i, ∑ j, (‖X j i‖ ^ 2 + ‖Y j i‖ ^ 2) / 2 := by
        refine (norm_sum_le _ _).trans (Finset.sum_le_sum fun i _ =>
          (norm_sum_le _ _).trans (Finset.sum_le_sum fun j _ => ?_))
        rw [norm_mul, norm_star]
        nlinarith [sq_nonneg (‖X j i‖ - ‖Y j i‖)]
    _ = _ := by simp only [← Finset.sum_div, Finset.sum_add_distrib]
```

Written in matrix elements,

$$|\operatorname{tr}X^\dagger Y|\le\sum_{i,j}|X_{ji}||Y_{ji}|\le\tfrac12\sum_{i,j}\left(|X_{ji}|^2+|Y_{ji}|^2\right).$$

The last step is $(|X_{ji}|-|Y_{ji}|)^2\ge0$, supplied to `nlinarith`. The two sums of squares are $\operatorname{tr}X^\dagger X$ and $\operatorname{tr}Y^\dagger Y$.

```lean
/-- Dyadic trace inequalities: `|tr M^(2^(k+1))| ≤ tr (M†M)^(2^k)` for every matrix `M`, and
`|tr (PQ)^(2^k)| ≤ |tr P^(2^k) Q^(2^k)|` for Hermitian `P` and `Q`. -/
theorem dyadic_trace_bounds (k : ℕ) :
    (∀ M : Matrix n n ℂ, ‖trace (M ^ 2 ^ (k + 1))‖ ≤ (trace ((Mᴴ * M) ^ 2 ^ k)).re) ∧
    (∀ P Q : Matrix n n ℂ, P.IsHermitian → Q.IsHermitian →
      ‖trace ((P * Q) ^ 2 ^ k)‖ ≤ ‖trace (P ^ 2 ^ k * Q ^ 2 ^ k)‖) := by
  have dbl : ∀ (X : Matrix n n ℂ) (j : ℕ), X ^ 2 ^ (j + 1) = (X * X) ^ 2 ^ j := by
    intro X j
    rw [← pow_two, ← pow_mul, pow_succ' 2 j]
  induction k with
  | zero =>
    refine ⟨fun M => ?_, fun P Q _ _ => by simp⟩
    have h := norm_trace_le_mean Mᴴ M
    rw [conjTranspose_conjTranspose, trace_mul_comm M Mᴴ] at h
    rw [dbl, pow_zero, pow_one, pow_one]
    linarith
  | succ k ih =>
    obtain ⟨hS, hT⟩ := ih
    refine ⟨fun M => ?_, fun P Q hP hQ => ?_⟩
    · -- apply the bound to M², then separate M†M from MM†
      have h1 := hS (M * M)
      have e2 : trace (((M * M)ᴴ * (M * M)) ^ 2 ^ k)
          = trace ((Mᴴ * M * (M * Mᴴ)) ^ 2 ^ k) := by
        simpa only [conjTranspose_mul, Matrix.mul_assoc] using
          trace_pow_comm Mᴴ (Mᴴ * M * M) (2 ^ k)
      have hP : (Mᴴ * M).IsHermitian := by simp [Matrix.IsHermitian, conjTranspose_mul]
      have hQ : (M * Mᴴ).IsHermitian := by simp [Matrix.IsHermitian, conjTranspose_mul]
      have h2 := hT _ _ hP hQ
      have h3 := norm_trace_le_mean ((Mᴴ * M) ^ 2 ^ k) ((M * Mᴴ) ^ 2 ^ k)
      have e : ∀ X : Matrix n n ℂ, X ^ 2 ^ k * X ^ 2 ^ k = X ^ 2 ^ (k + 1) := by
        intro X
        rw [← pow_add, ← two_mul, pow_succ' 2 k]
      rw [conjTranspose_pow, conjTranspose_pow, hP.eq, hQ.eq, e (Mᴴ * M), e (M * Mᴴ),
        trace_pow_comm M Mᴴ] at h3
      have h5 := (le_abs_self _).trans
        (Complex.abs_re_le_norm (trace ((Mᴴ * M * (M * Mᴴ)) ^ 2 ^ k)))
      rw [e2] at h1
      rw [dbl M (k + 1)]
      linarith
    · have h1 := hS (P * Q)
      rw [trace_sandwich hP hQ] at h1
      have h2 := hT (P * P) (Q * Q)
        (by rw [Matrix.IsHermitian, conjTranspose_mul, hP.eq])
        (by rw [Matrix.IsHermitian, conjTranspose_mul, hQ.eq])
      rw [← dbl P, ← dbl Q] at h2
      exact h1.trans (((le_abs_self _).trans (Complex.abs_re_le_norm _)).trans h2)
```

Two bounds are proved together by induction on $k$:

- $S_k$: $|\operatorname{tr}M^{2^{k+1}}|\le\operatorname{tr}(M^\dagger M)^{2^k}$ for every $M$;
- $T_k$: $|\operatorname{tr}(PQ)^{2^k}|\le|\operatorname{tr}P^{2^k}Q^{2^k}|$ for Hermitian $P,Q$.

Lean writes `.re` on the right of $S_k$ because it compares real numbers.

For $k=0$, $T_0$ is an equality, and $S_0$ is the mean bound with $X=M^\dagger$, $Y=M$. Now assume $S_k$ and $T_k$ (`hS` and `hT`). Apply $S_k$ to $M^2$, then cyclicity, then $T_k$, then the mean bound:

$$\begin{aligned}
|\operatorname{tr}M^{2^{k+2}}|&\le\operatorname{tr}\left((M^2)^\dagger M^2\right)^{2^k}
=\operatorname{tr}\left(M^\dagger M\,MM^\dagger\right)^{2^k}\\
&\le\left|\operatorname{tr}(M^\dagger M)^{2^k}(MM^\dagger)^{2^k}\right|\\
&\le\tfrac12\left[\operatorname{tr}(M^\dagger M)^{2^{k+1}}+\operatorname{tr}(MM^\dagger)^{2^{k+1}}\right]
=\operatorname{tr}(M^\dagger M)^{2^{k+1}}.
\end{aligned}$$

This is $S_{k+1}$; `linarith` joins the inequalities. For $T_{k+1}$, apply $S_k$ to $PQ$, then `trace_sandwich`, then $T_k$ to $P^2,Q^2$:

$$|\operatorname{tr}(PQ)^{2^{k+1}}|\le\operatorname{tr}(P^2Q^2)^{2^k}\le|\operatorname{tr}P^{2^{k+1}}Q^{2^{k+1}}|.$$

## Neighbouring levels

```lean
/-- An imaginary-time propagator is the square of the propagator over half the time. -/
theorem exp_half (A : Matrix n n ℂ) (k : ℕ) : exp (((2 : ℝ) ^ k)⁻¹ • A) =
    exp (((2 : ℝ) ^ (k + 1))⁻¹ • A) * exp (((2 : ℝ) ^ (k + 1))⁻¹ • A) := by
  rw [← pow_two, ← Matrix.exp_nsmul, two_nsmul, ← add_smul]
  congr 2
  rw [pow_succ, mul_inv]
  ring
```

This is $e^{A/2^k}=\left(e^{A/2^{k+1}}\right)^2$.

```lean
/-- For Hermitian `A` and `B`, the Trotter trace at level `k` is `tr (T†T)^(2^k)`, where `T` is
the Trotter step at level `k+1`. -/
theorem trotterTrace_eq {A B : Matrix n n ℂ} (hA : A.IsHermitian) (hB : B.IsHermitian)
    (k : ℕ) : trotterTrace A B k =
      trace (((trotterStep A B (k + 1))ᴴ * trotterStep A B (k + 1)) ^ 2 ^ k) := by
  have herm : ∀ {X : Matrix n n ℂ}, X.IsHermitian →
      (exp (((2 : ℝ) ^ (k + 1))⁻¹ • X)).IsHermitian := fun {X} hX =>
    Matrix.IsHermitian.exp (by
      rw [Matrix.IsHermitian, conjTranspose_smul, hX.eq, star_trivial])
  rw [trotterTrace, trotterStep, exp_half A, exp_half B]
  exact (trace_sandwich (herm hA) (herm hB) _).symm
```

Let $P=e^{A/2^{k+1}}$, $Q=e^{B/2^{k+1}}$ and $T=PQ$, the step at level $k+1$. Both factors are Hermitian (`herm`), so halving the exponents and using `trace_sandwich` gives

$$Z_k=\operatorname{tr}(P^2Q^2)^{2^k}=\operatorname{tr}(T^\dagger T)^{2^k}.$$

## Convergence

```lean
/-- If `E` and `F` have norm at most `c`, then the `m`-th powers of `1+E` and `1+F` differ in norm
by at most `m * (‖1‖ * (1 + c) ^ m * ‖E - F‖)`. -/
theorem norm_pow_sub_pow_le {R : Type*} [NormedRing R] {E F : R} {c : ℝ}
    (hE : ‖E‖ ≤ c) (hF : ‖F‖ ≤ c) (m : ℕ) :
    ‖(1 + E) ^ m - (1 + F) ^ m‖ ≤ m * (‖(1 : R)‖ * (1 + c) ^ m * ‖E - F‖) := by
  have hc : 0 ≤ c := (norm_nonneg E).trans hE
  have step : ∀ X G : R, ‖G‖ ≤ c → ‖X * (1 + G)‖ ≤ ‖X‖ * (1 + c) := by
    intro X G hG
    rw [mul_add, mul_one, mul_add, mul_one]
    exact (norm_add_le _ _).trans (add_le_add le_rfl ((norm_mul_le _ _).trans
      (mul_le_mul_of_nonneg_left hG (norm_nonneg X))))
  have grow : ∀ j : ℕ, ‖(1 + F) ^ j‖ ≤ ‖(1 : R)‖ * (1 + c) ^ j := by
    intro j
    induction j with
    | zero => simp
    | succ j ih =>
      rw [pow_succ, pow_succ, ← mul_assoc]
      exact (step _ F hF).trans (mul_le_mul_of_nonneg_right ih (by linarith))
  have tele : ∀ X Y : R, X * (1 + E) - Y * (1 + F) = (X - Y) * (1 + E) + Y * (E - F) :=
    fun X Y => by noncomm_ring
  induction m with
  | zero => simp
  | succ m ih =>
    have hq : 0 ≤ ‖(1 : R)‖ * (1 + c) ^ m * ‖E - F‖ := by positivity
    have t1 := (step ((1 + E) ^ m - (1 + F) ^ m) E hE).trans
      (mul_le_mul_of_nonneg_right ih (by linarith))
    have t2 := (norm_mul_le ((1 + F) ^ m) (E - F)).trans
      (mul_le_mul_of_nonneg_right (grow m) (norm_nonneg _))
    have t3 := t2.trans (le_mul_of_one_le_right hq (by linarith : 1 ≤ 1 + c))
    rw [pow_succ (1 + E), pow_succ (1 + F), tele]
    refine ((norm_add_le _ _).trans (add_le_add t1 t3)).trans (le_of_eq ?_)
    push_cast
    ring
```

Let $\|E\|,\|F\|\le c$ and $D_m=(1+E)^m-(1+F)^m$. The identity `tele` reads

$$D_{m+1}=D_m(1+E)+(1+F)^m(E-F).$$

Since $\|(1+F)^m\|\le\|1\|(1+c)^m$ (`grow`), it follows that

$$\|D_{m+1}\|\le(1+c)\|D_m\|+\|1\|(1+c)^m\|E-F\|.$$

Induction then gives $\|D_m\|\le m\|1\|(1+c)^m\|E-F\|$. The factor $\|1\|$ stays because a `NormedRing` need not have $\|1\|=1$.

```lean
/-- Two short-time propagators that start at the identity and have the same derivative at time
zero give `2^k`-step products whose difference tends to zero. -/
theorem tendsto_products_sub {R : Type*} [NormedRing R] [NormedAlgebra ℝ R] {U V : ℝ → R}
    {C : R} (hU : HasDerivAt U C 0) (hV : HasDerivAt V C 0) (hU0 : U 0 = 1) (hV0 : V 0 = 1) :
    Tendsto (fun k : ℕ => U ((2 : ℝ) ^ k)⁻¹ ^ 2 ^ k - V ((2 : ℝ) ^ k)⁻¹ ^ 2 ^ k)
      atTop (𝓝 0) := by
  have ht : Tendsto (fun k : ℕ => ((2 : ℝ) ^ k)⁻¹) atTop (𝓝[≠] 0) :=
    tendsto_nhdsWithin_iff.mpr
      ⟨tendsto_inv_atTop_zero.comp (tendsto_pow_atTop_atTop_of_one_lt one_lt_two),
        Eventually.of_forall fun k => Set.mem_compl_singleton_iff.mpr (by positivity)⟩
  have slope : ∀ W : ℝ → R, HasDerivAt W C 0 → W 0 = 1 →
      Tendsto (fun k : ℕ => (2 : ℝ) ^ k • (W ((2 : ℝ) ^ k)⁻¹ - 1)) atTop (𝓝 C) := by
    intro W hW hW0
    refine (hW.tendsto_slope_zero.comp ht).congr fun k => ?_
    simp only [Function.comp_apply, inv_inv, zero_add, hW0]
  have hu := slope U hU hU0
  have hv := slope V hV hV0
  have h0 := (hu.sub hv).norm.const_mul (‖(1 : R)‖ * Real.exp (‖C‖ + 1))
  rw [sub_self, norm_zero, mul_zero] at h0
  refine squeeze_zero_norm' ?_ h0
  filter_upwards [hu.norm.eventually_lt_const (lt_add_one ‖C‖),
    hv.norm.eventually_lt_const (lt_add_one ‖C‖)] with k h1 h2
  have hs : (0 : ℝ) < 2 ^ k := by positivity
  rw [norm_smul, Real.norm_of_nonneg hs.le, mul_comm] at h1 h2
  have b := norm_pow_sub_pow_le ((le_div_iff₀ hs).2 h1.le) ((le_div_iff₀ hs).2 h2.le) (2 ^ k)
  rw [add_sub_cancel, add_sub_cancel] at b
  -- the accumulated growth factor stays bounded
  have he : (1 + (‖C‖ + 1) / 2 ^ k) ^ 2 ^ k ≤ Real.exp (‖C‖ + 1) := by
    have hx : 1 + (‖C‖ + 1) / 2 ^ k ≤ Real.exp ((‖C‖ + 1) / 2 ^ k) := by
      linarith [Real.add_one_le_exp ((‖C‖ + 1) / 2 ^ k)]
    refine (pow_le_pow_left₀ (by positivity) hx _).trans (le_of_eq ?_)
    rw [← Real.exp_nat_mul, Nat.cast_pow, Nat.cast_ofNat, mul_div_cancel₀ _ hs.ne']
  refine b.trans ?_
  rw [← smul_sub, norm_smul, Real.norm_of_nonneg hs.le, Nat.cast_pow, Nat.cast_ofNat]
  have hm := mul_le_mul_of_nonneg_left (mul_le_mul_of_nonneg_right
    (mul_le_mul_of_nonneg_left he (norm_nonneg (1 : R)))
    (norm_nonneg (U ((2 : ℝ) ^ k)⁻¹ - 1 - (V ((2 : ℝ) ^ k)⁻¹ - 1)))) hs.le
  exact hm.trans (le_of_eq (by ring))
```

Let $U(t)$ and $V(t)$ equal $1$ at $t=0$ and have the same derivative $C$ there; this $V$ is a propagator, not the term $V$ of $H$. Put $s=2^k$, $E=U(1/s)-1$ and $F=V(1/s)-1$. By the definition of the derivative, $sE\to C$ and $sF\to C$ (`slope`). For large $k$ both norms are therefore at most $c=(\|C\|+1)/s$. As $(1+c)^s\le e^{cs}=e^{\|C\|+1}$, the previous lemma gives

$$\|U(1/s)^s-V(1/s)^s\|\le\|1\|e^{\|C\|+1}\|sE-sF\|\to0.$$

`filter_upwards` restricts attention to large $k$, and `squeeze_zero_norm'` draws the conclusion.

```lean
/-- Trotter product formula along powers of two, for arbitrary complex matrices. -/
theorem tendsto_trotter (A B : Matrix n n ℂ) :
    Tendsto (fun k => trotterStep A B k ^ 2 ^ k) atTop (𝓝 (exp (A + B))) := by
  have e : ∀ k : ℕ, exp (((2 : ℝ) ^ k)⁻¹ • (A + B)) ^ 2 ^ k = exp (A + B) := by
    intro k
    rw [← Matrix.exp_nsmul, ← Nat.cast_smul_eq_nsmul ℝ, smul_smul, Nat.cast_pow,
      Nat.cast_ofNat, mul_inv_cancel₀ (show (2 : ℝ) ^ k ≠ 0 by positivity), one_smul]
  let : NormedRing (Matrix n n ℂ) := Matrix.linftyOpNormedRing
  let : NormedAlgebra ℝ (Matrix n n ℂ) := Matrix.linftyOpNormedAlgebra
  have d : ∀ X : Matrix n n ℂ, HasDerivAt (fun t : ℝ => exp (t • X)) X 0 := fun X =>
    (hasDerivAt_exp_smul_const X (0 : ℝ)).congr_deriv (by simp)
  have hAB : HasDerivAt (fun t : ℝ => exp (t • A) * exp (t • B)) (A + B) 0 :=
    ((d A).fun_mul (d B)).congr_deriv (by simp)
  have h := tendsto_products_sub hAB (d (A + B)) (by simp) (by simp)
  have h2 : Tendsto (fun k => trotterStep A B k ^ 2 ^ k - exp (A + B)) atTop (𝓝 0) :=
    h.congr fun k => congrArg (fun Y => trotterStep A B k ^ 2 ^ k - Y) (e k)
  exact tendsto_sub_nhds_zero_iff.mp h2
```

Take $U(t)=e^{tA}e^{tB}$ and $V(t)=e^{t(A+B)}$. By the product rule both have derivative $A+B$ at zero, and $V(1/s)^s=e^{A+B}$ exactly. Hence $\left(e^{A/2^k}e^{B/2^k}\right)^{2^k}\to e^{A+B}$, with no Hermiticity needed. This is the Trotter formula along powers of two, without a stated convergence rate. The two `let` lines choose a matrix norm for the estimate.

## Reality, monotonicity and the limit

```lean
/-- For Hermitian `A` and `B`, the Trotter traces with `2^k` steps are real, never increase with
`k`, and converge to `tr exp(A+B)`. -/
theorem trotterTrace_monotone_limit {A B : Matrix n n ℂ} (hA : A.IsHermitian)
    (hB : B.IsHermitian) :
    (∀ k, (trotterTrace A B k).im = 0) ∧ Antitone (fun k => (trotterTrace A B k).re) ∧
      Tendsto (trotterTrace A B) atTop (𝓝 (trace (exp (A + B)))) := by
  refine ⟨fun k => ?_, antitone_nat_of_succ_le fun k => ?_, ?_⟩
  · -- the trace of a power of the positive matrix T†T is real
    rw [trotterTrace_eq hA hB]
    exact (Complex.nonneg_iff.mp
      ((posSemidef_conjTranspose_mul_self _).pow _).trace_nonneg).2.symm
  · rw [trotterTrace_eq hA hB k]
    exact ((le_abs_self _).trans (Complex.abs_re_le_norm _)).trans
      ((dyadic_trace_bounds k).1 (trotterStep A B (k + 1)))
  · exact ((Continuous.matrix_trace continuous_id).tendsto _).comp (tendsto_trotter A B)

end MonotoneTrotter
```

```lean
#print axioms MonotoneTrotter.trotterTrace_monotone_limit
-- 'MonotoneTrotter.trotterTrace_monotone_limit' depends on axioms: [propext, Classical.choice, Quot.sound]
```

The hypotheses `hA` and `hB` say that $A$ and $B$ are Hermitian. The conclusion has three parts: the imaginary part of every $Z_k$ vanishes, the real parts are `Antitone` (nonincreasing) in $k$, and $Z_k$ tends to $\operatorname{tr}e^{A+B}$.

With $T$ again the step at level $k+1$, $T^\dagger T$ is positive semidefinite. Its powers are too, so $Z_k=\operatorname{tr}(T^\dagger T)^{2^k}$ is real and nonnegative. Then $S_k$ with $M=T$ gives

$$Z_{k+1}=\operatorname{tr}T^{2^{k+1}}\le|\operatorname{tr}T^{2^{k+1}}|\le\operatorname{tr}(T^\dagger T)^{2^k}=Z_k.$$

The limit follows from `tendsto_trotter` and continuity of the trace.

A nonincreasing sequence lies above its limit, so comparing $k=0$ with the limit yields the Golden–Thompson inequality $\operatorname{tr}e^{A+B}\le\operatorname{tr}e^Ae^B$, a corollary drawn here in prose and not stated as a Lean theorem.
